# For parallel collinear dipoles of length a at distance R > a, each made of two point charges, the point-dipole formula underestimates the squared coupling by the factor (1 − a²/R²)²

## Which way does the point-dipole error go at short distance?

I estimate rates of interatomic Coulombic decay by treating the transition on each of the two atoms as a point dipole and squaring the dipole–dipole coupling. In my cluster the neighbours are only about three times as far apart as the charge separation I would assign to each transition dipole. Is the estimate then too large or too small, and by how much? Does the answer depend on how the dipoles are oriented?

## Too small along the axis, too large side by side

For two equal, parallel dipoles on a common axis, each consisting of charges −q and q at separation a, the squared point-dipole coupling is (1 − a²/R²)² times the squared Coulomb coupling of the four charges. Here q ≠ 0, and R > a > 0 is the displacement between corresponding charges. At R = 3a the factor is 64/81, so for such charge pairs the estimate is about 21% too small. If the two equal, parallel dipoles are perpendicular to their displacement, the error has the opposite sign.

In the golden-rule picture the partial rate into one decay channel is proportional to the squared coupling. The factor carries over to that partial rate if exchange is neglected and the two transition densities are replaced by pairs of point charges with the same separation a, both lying along the line between the atoms. A total rate sums over channels whose transition dipoles can point in other directions, so it need not change by this factor. Whether charge pairs are a suitable model has to be checked first, because the error comes from their higher multipoles. The density of an atomic transition between an s and a p orbital has no higher multipoles about its nucleus. Two such densities that do not overlap interact exactly as point dipoles placed at the nuclei, so the factor derived here should not be applied to them.

To derive the factor, set the Coulomb constant to one and put the first dipole's charges −q, q at 0, a and the second's at R, R + a. The four distances between charges on different dipoles are R, R + a, R − a and R, so the interaction is

V = q²/R − q²/(R + a) − q²/(R − a) + q²/R

= 2q² [1/R − R/(R² − a²)]

= −2q²a² / (R(R² − a²)).

The point-dipole interaction of moments p₁ and p₂ at displacement r is

W = p₁·p₂/|r|³ − 3(p₁·r)(p₂·r)/|r|⁵.

With both moments equal to qa along the axis, this becomes

W = q²a²/R³ − 3q²a²R²/R⁵ = −2q²a²/R³.

Dividing gives W/V = (R² − a²)/R² = 1 − x, where x = a²/R² lies strictly between 0 and 1. Hence W²/V² = (1 − x)² < 1. The relative error of the square is

1 − (1 − x)² = 2x − x² < 2x,

so 2a²/R² is a quick upper bound on it.

For the perpendicular arrangement, let L be the dipole length, R > 0 the displacement and S = √(R² + L²) the diagonal of the rectangle of charges. Then V = 2q²(1/R − 1/S), which is positive because S > R, and W = q²L²/R³. Using L² = S² − R²,

W − V = q²(S − R)²(S + 2R)/(R³S) > 0.

The following Lean file states and proves these results with vectors in three-dimensional space.

```lean
import Mathlib

open scoped InnerProductSpace

namespace InteratomicCoulombicDecay

noncomputable section

/-- Three-dimensional physical space. -/
abbrev Space := EuclideanSpace ℝ (Fin 3)

/-- Coulomb energy of charges `q₁` at `x` and `q₂` at `y`, for `x ≠ y`,
in units where the Coulomb constant is one. -/
def coulomb (q₁ q₂ : ℝ) (x y : Space) : ℝ := q₁ * q₂ / ‖x - y‖

/-- Interaction of two parallel finite dipoles: charges `-q, q` at `0, d` and
charges `-q, q` at `r, r + d`. The domain is `r ≠ 0`, `r ≠ d`, `r ≠ -d`. -/
def finiteCoupling (q : ℝ) (d r : Space) : ℝ :=
  coulomb (-q) (-q) 0 r + coulomb (-q) q 0 (r + d)
    + coulomb q (-q) d r + coulomb q q d (r + d)

/-- Interaction of point dipoles with moments `p₁` and `p₂` at displacement `r ≠ 0`. -/
def pointCoupling (p₁ p₂ r : Space) : ℝ :=
  inner ℝ p₁ p₂ / ‖r‖ ^ 3 - 3 * inner ℝ p₁ r * inner ℝ p₂ r / ‖r‖ ^ 5

/-- The exact Coulomb interaction of two parallel collinear dipoles of length `a`,
displaced by `R > a > 0` along their common axis `u`. -/
theorem finiteCoupling_collinear (q : ℝ) {a R : ℝ} {u : Space}
    (hu : ‖u‖ = 1) (ha : 0 < a) (haR : a < R) :
    finiteCoupling q (a • u) (R • u) = -2 * q ^ 2 * a ^ 2 / (R * (R ^ 2 - a ^ 2)) := by
  have hR : 0 < R := ha.trans haR
  have h (s : ℝ) : ‖s • u‖ = |s| := by
    rw [norm_smul, hu, mul_one, Real.norm_eq_abs]
  -- the four distances between charges on different dipoles
  have h1 : ‖(0 : Space) - R • u‖ = R := by
    rw [zero_sub, norm_neg, h, abs_of_pos hR]
  have h2 : ‖(0 : Space) - (R • u + a • u)‖ = R + a := by
    rw [zero_sub, norm_neg, ← add_smul, h, abs_of_pos (by linarith)]
  have h3 : ‖a • u - R • u‖ = R - a := by
    rw [← sub_smul, h, abs_sub_comm, abs_of_pos (by linarith)]
  have h4 : ‖a • u - (R • u + a • u)‖ = R := by
    have e : a • u - (R • u + a • u) = -(R • u) := by module
    rw [e, norm_neg, h, abs_of_pos hR]
  have hm : R - a ≠ 0 := by linarith
  have hp : R + a ≠ 0 := by linarith
  have hf : R ^ 2 - a ^ 2 = (R - a) * (R + a) := by ring
  unfold finiteCoupling coulomb
  rw [h1, h2, h3, h4, hf]
  field_simp
  ring

/-- For equal dipole moments `q a` along the displacement, the point-dipole
interaction at distance `R > 0` is `-2 (q a)² / R³`. -/
theorem pointCoupling_collinear (q a : ℝ) {R : ℝ} {u : Space}
    (hu : ‖u‖ = 1) (hR : 0 < R) :
    pointCoupling (q • a • u) (q • a • u) (R • u) = -2 * (q * a) ^ 2 / R ^ 3 := by
  have hn : ‖R • u‖ = R := by
    rw [norm_smul, hu, mul_one, Real.norm_eq_abs, abs_of_pos hR]
  unfold pointCoupling
  rw [hn]
  simp only [real_inner_smul_left, real_inner_smul_right,
    real_inner_self_eq_norm_sq, norm_smul, Real.norm_eq_abs, mul_pow, sq_abs, hu]
  field_simp
  ring

/-- For collinear dipoles with `R > a > 0`, the point-dipole coupling is the exact
coupling multiplied by `1 - a² / R²`. -/
theorem pointCoupling_eq_factor_mul (q : ℝ) {a R : ℝ} {u : Space}
    (hu : ‖u‖ = 1) (ha : 0 < a) (haR : a < R) :
    pointCoupling (q • a • u) (q • a • u) (R • u)
      = (1 - a ^ 2 / R ^ 2) * finiteCoupling q (a • u) (R • u) := by
  have hR : 0 < R := ha.trans haR
  have hD : R ^ 2 - a ^ 2 ≠ 0 := by nlinarith
  have hf : 1 - a ^ 2 / R ^ 2 = (R ^ 2 - a ^ 2) / R ^ 2 := by
    rw [sub_div, div_self (pow_ne_zero 2 hR.ne')]
  rw [pointCoupling_collinear q a hu hR, finiteCoupling_collinear q hu ha haR, hf]
  field_simp

/-- For nonzero charges and `R > a > 0`, the point-dipole formula underestimates the
squared coupling of collinear dipoles by exactly the factor `(1 - a² / R²)²`. -/
theorem squared_coupling_ratio {q a R : ℝ} {u : Space}
    (hu : ‖u‖ = 1) (hq : q ≠ 0) (ha : 0 < a) (haR : a < R) :
    pointCoupling (q • a • u) (q • a • u) (R • u) ^ 2
        / finiteCoupling q (a • u) (R • u) ^ 2 = (1 - a ^ 2 / R ^ 2) ^ 2 ∧
      pointCoupling (q • a • u) (q • a • u) (R • u) ^ 2
        < finiteCoupling q (a • u) (R • u) ^ 2 := by
  have hR : 0 < R := ha.trans haR
  have hD : 0 < R ^ 2 - a ^ 2 := by nlinarith
  -- the exact coupling is attractive, hence nonzero
  have hE : finiteCoupling q (a • u) (R • u) < 0 := by
    rw [finiteCoupling_collinear q hu ha haR]
    have hqa : 0 < q ^ 2 * a ^ 2 := by positivity
    exact div_neg_of_neg_of_pos (by linarith) (mul_pos hR hD)
  have hE2 : 0 < finiteCoupling q (a • u) (R • u) ^ 2 := by
    nlinarith [mul_pos_of_neg_of_neg hE hE]
  have hx : 0 < a ^ 2 / R ^ 2 := by positivity
  have hx1 : a ^ 2 / R ^ 2 < 1 := by
    rw [div_lt_one (by positivity)]
    linarith
  have hf : (1 - a ^ 2 / R ^ 2) ^ 2 < 1 := by nlinarith
  rw [pointCoupling_eq_factor_mul q hu ha haR, mul_pow]
  constructor
  · rw [mul_div_assoc, div_self hE2.ne', mul_one]
  · nlinarith [mul_pos hE2 (sub_pos.2 hf)]

/-- For nonzero charges and `R > a > 0`, the relative error of the squared
point-dipole coupling in the collinear geometry is less than `2 a² / R²`. -/
theorem relative_error_lt {q a R : ℝ} {u : Space}
    (hu : ‖u‖ = 1) (hq : q ≠ 0) (ha : 0 < a) (haR : a < R) :
    1 - pointCoupling (q • a • u) (q • a • u) (R • u) ^ 2
        / finiteCoupling q (a • u) (R • u) ^ 2 < 2 * (a ^ 2 / R ^ 2) := by
  have hR : 0 < R := ha.trans haR
  have hx : 0 < a ^ 2 / R ^ 2 := by positivity
  rw [(squared_coupling_ratio hu hq ha haR).1]
  nlinarith [pow_pos hx 2]

/-- For parallel dipoles perpendicular to their displacement, with nonzero charge,
length and displacement, the exact coupling is positive and the point-dipole
formula overestimates it. -/
theorem perpendicular_overestimate {q : ℝ} {d r : Space}
    (hq : q ≠ 0) (hd : d ≠ 0) (hr : r ≠ 0) (h : inner ℝ d r = 0) :
    0 < finiteCoupling q d r ∧
      finiteCoupling q d r < pointCoupling (q • d) (q • d) r := by
  have hR : 0 < ‖r‖ := norm_pos_iff.2 hr
  have hL : 0 < ‖d‖ := norm_pos_iff.2 hd
  -- both diagonals of the rectangle of charges have the same length
  have hs : ‖r + d‖ ^ 2 = ‖r‖ ^ 2 + ‖d‖ ^ 2 := by
    rw [norm_add_sq_real, real_inner_comm, h]
    ring
  have h3 : ‖d - r‖ = ‖r + d‖ := by
    have e : ‖d - r‖ ^ 2 = ‖r + d‖ ^ 2 := by
      rw [hs, norm_sub_sq_real, h]
      ring
    exact (sq_eq_sq₀ (norm_nonneg _) (norm_nonneg _)).1 e
  have h4 : d - (r + d) = -r := by abel
  have hE : finiteCoupling q d r = 2 * q ^ 2 * (1 / ‖r‖ - 1 / ‖r + d‖) := by
    unfold finiteCoupling coulomb
    rw [h3, h4, zero_sub, zero_sub, norm_neg, norm_neg]
    ring
  have hP : pointCoupling (q • d) (q • d) r = q ^ 2 * ‖d‖ ^ 2 / ‖r‖ ^ 3 := by
    simp only [pointCoupling, real_inner_smul_left, h,
      real_inner_self_eq_norm_sq, norm_smul, Real.norm_eq_abs, mul_pow, sq_abs]
    ring
  have hlt : ‖r‖ < ‖r + d‖ := by
    nlinarith [norm_nonneg (r + d), pow_pos hL 2]
  have hS : 0 < ‖r + d‖ := hR.trans hlt
  have hq2 : 0 < q ^ 2 := by positivity
  rw [hE, hP]
  constructor
  · exact mul_pos (by positivity) (sub_pos.2 (one_div_lt_one_div_of_lt hR hlt))
  · -- the difference is a manifestly positive expression
    have hL2 : ‖d‖ ^ 2 = ‖r + d‖ ^ 2 - ‖r‖ ^ 2 := by linarith
    have key : q ^ 2 * ‖d‖ ^ 2 / ‖r‖ ^ 3 - 2 * q ^ 2 * (1 / ‖r‖ - 1 / ‖r + d‖)
        = q ^ 2 * (‖r + d‖ - ‖r‖) ^ 2 * (‖r + d‖ + 2 * ‖r‖)
          / (‖r‖ ^ 3 * ‖r + d‖) := by
      rw [hL2]
      field_simp
      ring
    have hpos : 0 < q ^ 2 * (‖r + d‖ - ‖r‖) ^ 2 * (‖r + d‖ + 2 * ‖r‖)
          / (‖r‖ ^ 3 * ‖r + d‖) :=
      div_pos (mul_pos (mul_pos hq2 (pow_pos (sub_pos.2 hlt) 2)) (by positivity))
        (by positivity)
    linarith

end

end InteratomicCoulombicDecay
```

```lean
#print axioms InteratomicCoulombicDecay.squared_coupling_ratio
#print axioms InteratomicCoulombicDecay.relative_error_lt
#print axioms InteratomicCoulombicDecay.perpendicular_overestimate
```

```
'InteratomicCoulombicDecay.squared_coupling_ratio' depends on axioms: [propext, Classical.choice, Quot.sound]
'InteratomicCoulombicDecay.relative_error_lt' depends on axioms: [propext, Classical.choice, Quot.sound]
'InteratomicCoulombicDecay.perpendicular_overestimate' depends on axioms: [propext, Classical.choice, Quot.sound]
```

**What the statements say.** `Space` is three-dimensional Euclidean space, and `coulomb` is the energy of two point charges. In `finiteCoupling q d r`, the vector `d` runs from −q to q within each dipole and `r` displaces the first dipole onto the second. The definition adds the four Coulomb terms between the dipoles and leaves out the energy within each one. `pointCoupling` is the general vector formula for two moments, so neither definition has the collinear geometry built in.

That geometry enters through the arguments: `u` is a unit vector by `hu`, the dipole vector is `a • u`, the displacement is `R • u`, and the moment is `q • a • u`. The condition R > a keeps the two dipoles from overlapping or touching. The charge q may have either sign. The closed form and the factor between the unsquared couplings also hold for q = 0, but the strict inequality then fails because both couplings vanish.

`squared_coupling_ratio` has two parts: the ratio of the squares equals (1 − a²/R²)², and the point-dipole square is strictly smaller. `relative_error_lt` is the bound 2a²/R². `perpendicular_overestimate` takes arbitrary nonzero `d` and `r` with zero inner product, and compares the couplings themselves; since both are positive, the squares are ordered in the same way. The Lean file does not treat other angles, unequal dipoles or extended charge distributions.

**How Lean reaches them.** In `finiteCoupling_collinear`, the facts `h1` to `h4` compute the four distances from ‖s • u‖ = |s|, with R > a fixing the sign of R − a. After they are substituted, `field_simp` clears the denominators and `ring` checks the remaining polynomial identity, which is the summation above. `pointCoupling_collinear` pulls the scalars out of the inner products and uses ‖u‖ = 1. `pointCoupling_eq_factor_mul` combines the two closed forms into W = (1 − x)V.

For the squared ratio, `hE` first shows that V is negative. Its square is therefore positive and can be cancelled, which leaves (1 − x)². The bounds 0 < x < 1 make this factor less than one, and multiplying by V² gives the strict inequality. The error bound then needs only x² > 0.

In the perpendicular case, `hs` is Pythagoras for the diagonal and `h3` shows that the two diagonals are equal. `hE` and `hP` are the formulas for V and W. The identity `key` is the factorised difference W − V, and `hpos` states that it is positive.
